# Where magnetization is nonzero, the gradient of its magnitude omits the turning of the spin axis

## Magnetization as a curve in spin space

The magnetization is modelled as a curve \(m:\mathbb R\to E\), where the parameter is position along a line and \(E\) is a real inner-product space of spin vectors. For ordinary noncollinear magnetism \(E\) is three-dimensional. Spin space is kept separate from position space, so no spin axis is tied to a spatial axis. Only differentiability at the point of interest \(x\) is assumed, together with \(m(x)\neq 0\), so that a local spin axis \(m(x)/|m(x)|\) exists.

Another model starts from the \(2\times2\) Hermitian spin-density matrix \(\tfrac12(n+m\cdot\sigma)\), with \(n\) the electron number density and \(\sigma\) the Pauli matrices. Its eigenvalues \(\tfrac12(n\pm|m|)\) are the local spin-up and spin-down densities. The statement would then concern derivatives of eigenvalues, \(m(x)\neq0\) would become the condition that they are distinct, and \(n\) would enter as well. The curve model isolates the part that depends on \(|m|\).

## What a projected gradient sees

A collinear gradient functional can be applied to noncollinear magnetization by feeding it \(|m|\) and the derivative of \(|m|\). Write \(m'\) for the derivative of \(m\) at \(x\). Then

\[
|m|'(x)=\frac{\langle m(x),m'\rangle}{|m(x)|},\qquad \bigl||m|'(x)\bigr|\le |m'|,
\]

with equality exactly when \(m'=c\,m(x)\) for some real \(c\), including \(c=0\). For a prescribed differentiable magnetization, a semilocal functional that receives only \(n\), \(|m|\) and their first gradients therefore gets no information about how fast the spin axis turns.

## Differentiation and Pythagoras

Since \(|m|^2=\langle m,m\rangle\), its derivative at \(x\) is \(2\langle m(x),m'\rangle\). The square root is differentiable at the positive number \(|m(x)|^2\), so

\[
|m|'(x)=\frac{2\langle m(x),m'\rangle}{2|m(x)|}=\frac{\langle m(x),m'\rangle}{|m(x)|}.
\]

Now let \(e\) be a unit vector and \(d\) any vector. Expanding the square of the transverse part gives

\[
|d-\langle e,d\rangle e|^2=|d|^2-2\langle e,d\rangle^2+\langle e,d\rangle^2=|d|^2-\langle e,d\rangle^2 .
\]

Hence \(|\langle e,d\rangle|\le|d|\). Equality forces the transverse part to vanish, so \(d=\langle e,d\rangle e\). Conversely, \(d=ce\) gives \(|\langle e,d\rangle|=|c|=|d|\). Taking \(e=m(x)/|m(x)|\) and \(d=m'\) proves the claim, because a multiple of \(e\) is a multiple of \(m(x)\).

For a field \(m(r)\) and finitely many directions \(b_i\), let \(D\) be the derivative of \(m\) at \(r\), so that \(D b_i\) is the directional derivative. Squaring and summing the bounds gives

\[
\sum_i\left(\frac{\langle m(r),D b_i\rangle}{|m(r)|}\right)^2\le\sum_i|D b_i|^2 .
\]

Each term on the left is at most its partner on the right, so the sums agree only if all the terms agree, that is, if every \(D b_i\) is a multiple of \(m(r)\).

## The lost term and the spin spiral

Write \(m=\rho e\) with \(|e(t)|=1\) for all \(t\) and \(\rho(x)>0\), and let \(\rho'\) and \(e'\) be the derivatives at \(x\). Differentiating \(|e|^2=1\) gives \(\langle e(x),e'\rangle=0\). From \(m'=\rho' e(x)+\rho(x)e'\) it follows that

\[
|m|'(x)=\frac{\rho(x)\rho'}{\rho(x)}=\rho',\qquad |m'|^2=\rho'^2+\rho(x)^2|e'|^2 .
\]

The term \(\rho(x)^2|e'|^2\) is what the projection discards.

A flat spin spiral, with no constant component along the rotation axis, with amplitude \(S\), wave number \(q\) and orthonormal \(u,v\) is

\[
m(t)=S(\cos qt\,u+\sin qt\,v),\qquad m'(t)=Sq(-\sin qt\,u+\cos qt\,v).
\]

Thus \(|m|^2=S^2\) everywhere, while \(|m'|^2=(Sq)^2\). The whole gradient is rotation.

## Reading the Lean statements

`HasDerivAt m m' x` says that the curve `m` has derivative `m'` at `x`. The bracket `⟪m x, m'⟫_ℝ` is the real inner product, and `h0` is the condition of nonzero magnetization. The main theorem, `projected_gradient`, joins the derivative formula, the bound and the equality criterion. `E` may have any dimension; in one dimension the axis cannot turn continuously, and equality always holds.

In `projected_gradient_field`, position space `V` is a normed space, `D` is the full derivative at `r`, and `b` is any finite family of directions. They need not be orthonormal; for an orthonormal basis of three-dimensional space, the sums are the usual squared gradients.

Zeros of the magnetization are excluded. There \(|m|\) can have a kink, as it does for \(m(t)=t\,u\) at \(t=0\). The theorems contain no exchange-correlation energy or potential, and they do not say how large an error the lost term causes in a given functional.

```lean
import Mathlib

open scoped InnerProductSpace

namespace NoncollinearGradient

variable {E : Type*} [NormedAddCommGroup E] [InnerProductSpace ℝ E]

/-- Where the magnetization does not vanish, the derivative of its magnitude is the
derivative of the magnetization projected on the local magnetization direction. -/
theorem hasDerivAt_magnitude {m : ℝ → E} {m' : E} {x : ℝ}
    (hm : HasDerivAt m m' x) (h0 : m x ≠ 0) :
    HasDerivAt (fun t => ‖m t‖) (⟪m x, m'⟫_ℝ / ‖m x‖) x := by
  -- differentiate the squared magnitude, then take the square root
  have h1 : HasDerivAt (fun t => ‖m t‖ ^ 2) (2 * ⟪m x, m'⟫_ℝ) x := hm.norm_sq
  have h2 := h1.sqrt (pow_ne_zero 2 (norm_ne_zero_iff.mpr h0))
  simp only [Real.sqrt_sq (norm_nonneg _)] at h2
  exact h2.congr_deriv (mul_div_mul_left _ _ two_ne_zero)

/-- For a unit spin axis `e`, the squared length of a magnetization gradient `d` is the
square of its projection on the axis plus the squared length of its transverse part. -/
theorem gradient_pythagoras {e : E} (he : ‖e‖ = 1) (d : E) :
    ‖d‖ ^ 2 = ⟪e, d⟫_ℝ ^ 2 + ‖d - ⟪e, d⟫_ℝ • e‖ ^ 2 := by
  rw [norm_sub_sq_real, real_inner_smul_right, real_inner_comm e d, norm_smul, he,
    mul_one, Real.norm_eq_abs, sq_abs]
  ring

/-- The projection of a gradient on a unit spin axis has the full length of the gradient
exactly when the gradient is a real multiple of the axis. -/
theorem projection_full_iff {e : E} (he : ‖e‖ = 1) (d : E) :
    |⟪e, d⟫_ℝ| = ‖d‖ ↔ ∃ c : ℝ, d = c • e := by
  constructor
  · intro h
    -- the transverse part has zero length
    have hp := gradient_pythagoras he d
    rw [← h, sq_abs] at hp
    have hz : ‖d - ⟪e, d⟫_ℝ • e‖ ^ 2 = 0 := by linarith
    have hz' : d - ⟪e, d⟫_ℝ • e = 0 := norm_eq_zero.mp (pow_eq_zero_iff two_ne_zero |>.mp hz)
    exact ⟨_, sub_eq_zero.mp hz'⟩
  · rintro ⟨c, rfl⟩
    rw [real_inner_smul_right, real_inner_self_eq_norm_sq, norm_smul, he, Real.norm_eq_abs]
    simp

/-- Where the magnetization does not vanish, its magnitude has the projected gradient as derivative;
the absolute value of this derivative is at most the length of the full gradient, with equality
exactly when the full gradient is a real multiple of the magnetization. -/
theorem projected_gradient {m : ℝ → E} {m' : E} {x : ℝ}
    (hm : HasDerivAt m m' x) (h0 : m x ≠ 0) :
    HasDerivAt (fun t => ‖m t‖) (⟪m x, m'⟫_ℝ / ‖m x‖) x ∧
      |⟪m x, m'⟫_ℝ / ‖m x‖| ≤ ‖m'‖ ∧
      (|⟪m x, m'⟫_ℝ / ‖m x‖| = ‖m'‖ ↔ ∃ c : ℝ, m' = c • m x) := by
  have hn : ‖m x‖ ≠ 0 := norm_ne_zero_iff.mpr h0
  -- the local unit spin axis
  have he : ‖‖m x‖⁻¹ • m x‖ = 1 := by
    rw [norm_smul, norm_inv, norm_norm, inv_mul_cancel₀ hn]
  have hp : ⟪m x, m'⟫_ℝ / ‖m x‖ = ⟪‖m x‖⁻¹ • m x, m'⟫_ℝ := by
    rw [real_inner_smul_left, div_eq_inv_mul]
  refine ⟨hasDerivAt_magnitude hm h0, ?_, ?_⟩
  · rw [hp]
    have h := abs_real_inner_le_norm (‖m x‖⁻¹ • m x) m'
    rwa [he, one_mul] at h
  · rw [hp, projection_full_iff he]
    constructor
    · rintro ⟨c, hc⟩
      exact ⟨c * ‖m x‖⁻¹, by rw [← smul_smul]; exact hc⟩
    · rintro ⟨c, hc⟩
      refine ⟨c * ‖m x‖, ?_⟩
      rw [smul_smul, mul_assoc, mul_inv_cancel₀ hn, mul_one]
      exact hc

/-- Where a magnetization field does not vanish, for finitely many directions `b i`, the summed
squares of the derivatives of the magnitude are at most those of the magnetization, with equality
exactly when each directional derivative is a real multiple of the magnetization. -/
theorem projected_gradient_field {V ι : Type*} [NormedAddCommGroup V] [NormedSpace ℝ V]
    [Fintype ι] {m : V → E} {D : V →L[ℝ] E} {r : V}
    (hm : HasFDerivAt m D r) (h0 : m r ≠ 0) (b : ι → V) :
    (∀ i, HasDerivAt (fun t : ℝ => ‖m (r + t • b i)‖) (⟪m r, D (b i)⟫_ℝ / ‖m r‖) 0) ∧
      ∑ i, (⟪m r, D (b i)⟫_ℝ / ‖m r‖) ^ 2 ≤ ∑ i, ‖D (b i)‖ ^ 2 ∧
      (∑ i, (⟪m r, D (b i)⟫_ℝ / ‖m r‖) ^ 2 = ∑ i, ‖D (b i)‖ ^ 2 ↔
        ∀ i, ∃ c : ℝ, D (b i) = c • m r) := by
  -- restrict the field to the line through `r` along each direction
  have key : ∀ i,
      HasDerivAt (fun t : ℝ => ‖m (r + t • b i)‖) (⟪m r, D (b i)⟫_ℝ / ‖m r‖) 0 ∧
      |⟪m r, D (b i)⟫_ℝ / ‖m r‖| ≤ ‖D (b i)‖ ∧
      (|⟪m r, D (b i)⟫_ℝ / ‖m r‖| = ‖D (b i)‖ ↔ ∃ c : ℝ, D (b i) = c • m r) := by
    intro i
    have hl : HasDerivAt (fun t : ℝ => m (r + t • b i)) (D (b i)) 0 :=
      hm.hasLineDerivAt (b i)
    have h := projected_gradient hl (by simpa using h0)
    simpa only [zero_smul, add_zero] using h
  have hle : ∀ i ∈ Finset.univ,
      (⟪m r, D (b i)⟫_ℝ / ‖m r‖) ^ 2 ≤ ‖D (b i)‖ ^ 2 := fun i _ =>
    sq_le_sq' (abs_le.mp (key i).2.1).1 (abs_le.mp (key i).2.1).2
  refine ⟨fun i => (key i).1, Finset.sum_le_sum hle, ?_⟩
  rw [Finset.sum_eq_sum_iff_of_le hle]
  refine ⟨fun h i => ?_, fun h i _ => ?_⟩
  · have hi := (sq_eq_sq_iff_abs_eq_abs _ _).mp (h i (Finset.mem_univ i))
    rw [abs_norm] at hi
    exact (key i).2.2.mp hi
  · rw [sq_eq_sq_iff_abs_eq_abs, abs_norm]
    exact (key i).2.2.mpr (h i)

/-- For a magnetization of positive amplitude `ρ` along a unit axis `e`, the magnitude has
derivative `ρ'`, while the squared full gradient also contains the turning of the axis. -/
theorem amplitude_and_rotation {ρ : ℝ → ℝ} {e : ℝ → E} {ρ' x : ℝ} {e' : E}
    (hρ : HasDerivAt ρ ρ' x) (hd : HasDerivAt e e' x) (he : ∀ t, ‖e t‖ = 1)
    (hpos : 0 < ρ x) :
    HasDerivAt (fun t => ‖ρ t • e t‖) ρ' x ∧
      ‖deriv (fun t => ρ t • e t) x‖ ^ 2 = ρ' ^ 2 + ρ x ^ 2 * ‖e'‖ ^ 2 := by
  -- a unit axis can only turn perpendicular to itself
  have hperp : ⟪e x, e'⟫_ℝ = 0 := by
    have h1 : HasDerivAt (fun t => ‖e t‖ ^ 2) (2 * ⟪e x, e'⟫_ℝ) x := hd.norm_sq
    have hf : (fun t => ‖e t‖ ^ 2) = fun _ => (1 : ℝ) := by
      funext t
      rw [he t, one_pow]
    rw [hf] at h1
    have h2 := h1.unique (hasDerivAt_const x (1 : ℝ))
    linarith
  have hperp' : ⟪e', e x⟫_ℝ = 0 := by
    rw [real_inner_comm]
    exact hperp
  have hm : HasDerivAt (fun t => ρ t • e t) (ρ x • e' + ρ' • e x) x := hρ.smul hd
  constructor
  · have hex : e x ≠ 0 := by
      intro h
      have h1 := he x
      rw [h, norm_zero] at h1
      exact zero_ne_one h1
    refine (hasDerivAt_magnitude hm (smul_ne_zero hpos.ne' hex)).congr_deriv ?_
    simp only [inner_add_right, real_inner_smul_left, real_inner_smul_right, hperp,
      real_inner_self_eq_norm_sq, he, norm_smul, Real.norm_eq_abs, abs_of_pos hpos]
    rw [div_eq_iff (by simpa using hpos.ne')]
    ring
  · rw [hm.deriv, norm_add_sq_real]
    simp only [real_inner_smul_left, real_inner_smul_right, hperp', norm_smul, he,
      Real.norm_eq_abs, mul_pow, sq_abs]
    ring

/-- The curve `S (cos (q t) u + sin (q t) v)`. When `u` and `v` are orthonormal, it is a spin spiral
of amplitude `S` and wave number `q` in their plane. -/
noncomputable def spinSpiral (S q : ℝ) (u v : E) (t : ℝ) : E :=
  S • (Real.cos (q * t) • u + Real.sin (q * t) • v)

/-- In an orthonormal spin plane, a spin spiral has the constant squared magnitude `S ^ 2`,
while its squared gradient is `(S * q) ^ 2` everywhere. -/
theorem spinSpiral_gradient {u v : E} (hu : ‖u‖ = 1) (hv : ‖v‖ = 1)
    (huv : ⟪u, v⟫_ℝ = 0) (S q x : ℝ) :
    ‖spinSpiral S q u v x‖ ^ 2 = S ^ 2 ∧
      ‖deriv (spinSpiral S q u v) x‖ ^ 2 = (S * q) ^ 2 := by
  have plane : ∀ a b : ℝ, ‖S • (a • u + b • v)‖ ^ 2 = S ^ 2 * (a ^ 2 + b ^ 2) := by
    intro a b
    rw [norm_smul, mul_pow, norm_add_sq_real]
    simp only [real_inner_smul_left, real_inner_smul_right, huv, norm_smul, hu, hv,
      Real.norm_eq_abs, mul_pow, sq_abs]
    ring
  have hl : HasDerivAt (fun t : ℝ => q * t) q x := by
    simpa using (hasDerivAt_id' x).const_mul q
  have hs : HasDerivAt (spinSpiral S q u v)
      (S • ((-Real.sin (q * x) * q) • u + (Real.cos (q * x) * q) • v)) x :=
    ((hl.cos.smul_const u).add (hl.sin.smul_const v)).const_smul S
  constructor
  · rw [spinSpiral, plane]
    linear_combination S ^ 2 * Real.sin_sq_add_cos_sq (q * x)
  · rw [hs.deriv, plane]
    linear_combination S ^ 2 * q ^ 2 * Real.sin_sq_add_cos_sq (q * x)

end NoncollinearGradient
```

```lean
#print axioms NoncollinearGradient.projected_gradient_field
#print axioms NoncollinearGradient.amplitude_and_rotation
#print axioms NoncollinearGradient.spinSpiral_gradient
```

```
'NoncollinearGradient.projected_gradient_field' depends on axioms: [propext, Classical.choice, Quot.sound]
'NoncollinearGradient.amplitude_and_rotation' depends on axioms: [propext, Classical.choice, Quot.sound]
'NoncollinearGradient.spinSpiral_gradient' depends on axioms: [propext, Classical.choice, Quot.sound]
```

## How the proofs follow the calculation

`hasDerivAt_magnitude` obtains the derivative of the squared norm from `hm.norm_sq`, applies the square-root rule, and cancels the factor 2.

`gradient_pythagoras` is the expansion of the transverse square. `projection_full_iff` uses it to show that a projection of full length leaves a transverse part of zero norm; the converse is direct substitution.

`projected_gradient` builds the unit axis `‖m x‖⁻¹ • m x` and rewrites the quotient as an inner product with it. The bound is taken from the Cauchy–Schwarz inequality, `abs_real_inner_le_norm`, and the equality case from `projection_full_iff`. The last lines convert multiples of the unit axis to multiples of `m x` and back.

`projected_gradient_field` restricts the field to the line through `r` along each `b i` and applies the curve theorem there. `Finset.sum_eq_sum_iff_of_le` then turns equality of the sums into equality of every term.

In `amplitude_and_rotation`, `hperp` compares two derivatives of the constant function \(|e|^2\), and uniqueness of the derivative gives orthogonality. The product rule supplies \(m'\), and expanding the inner products gives both formulas.

For `spinSpiral_gradient`, the auxiliary identity `plane` computes the squared norm of any \(S(au+bv)\). It is applied once to the spiral and once to its derivative, and \(\sin^2+\cos^2=1\) finishes both.
